# Canonical anticommutation relations for the Jordan-Wigner matrices on \(n\) qubits

Q: To put an electronic Hamiltonian on a qubit register I choose \(n\) orthonormal spin orbitals, number them \(0,\dots,n-1\), and write \(H=\sum_{j,k} h_{jk}\,a_j^\dagger a_k\) plus two-electron terms, with one-electron integrals \(h_{jk}\) and annihilation operators \(a_j\). Then I replace each \(a_j\) by the \(2^n\times 2^n\) matrix
\[ a_j = Z\otimes\cdots\otimes Z\otimes\sigma\otimes 1\otimes\cdots\otimes 1,\qquad \sigma=\tfrac12(X+iY), \]
where \(X,Y,Z\) are the Pauli matrices, \(\sigma\) sits on site \(j\), the sites before \(j\) carry \(Z\) and the sites after \(j\) carry the identity. The replacement is legitimate only if these matrices obey
\[ a_ja_k+a_ka_j=0,\qquad a_ja_k^\dagger+a_k^\dagger a_j=\delta_{jk}\,1 . \]
You say Lean has proved this. Show me the argument on paper first.

A: Start with one qubit, basis \(|0\rangle,|1\rangle\), with \(Z|0\rangle=|0\rangle\) and \(Z|1\rangle=-|1\rangle\). Adding the matrices gives
\[ X+iY=\begin{pmatrix}0&1\\1&0\end{pmatrix}+\begin{pmatrix}0&1\\-1&0\end{pmatrix}=\begin{pmatrix}0&2\\0&0\end{pmatrix}, \]
so \(\sigma=|0\rangle\langle1|\) and \(\sigma^\dagger=|1\rangle\langle0|\). Then \(Z\sigma=\sigma\) and \(\sigma Z=-\sigma\), while \(Z\sigma^\dagger=-\sigma^\dagger\) and \(\sigma^\dagger Z=\sigma^\dagger\): both anticommute with \(Z\). Also \(\sigma^2=0\), \(\sigma\sigma^\dagger=|0\rangle\langle0|\) and \(\sigma^\dagger\sigma=|1\rangle\langle1|=(1-Z)/2\), so \(\sigma\sigma^\dagger+\sigma^\dagger\sigma=1\).

For any \(2\times2\) matrix \(A\), let \(S(A,j)\) be the string with \(Z\) before \(j\), \(A\) on \(j\) and \(1\) after, and let \(L(A,j)\) have \(A\) on \(j\) and \(1\) on all other sites. Then \(a_j=S(\sigma,j)\), and \(a_j^\dagger=S(\sigma^\dagger,j)\) because \(Z^\dagger=Z\).

Take \(j<k\) and a second matrix \(B\), and multiply \(S(A,j)\) and \(S(B,k)\) site by site in both orders. On a site \(i<j\) both orders give \(Z^2=1\). For \(j<i<k\) both give \(Z\), on \(i=k\) both give \(B\), and for \(i>k\) both give \(1\). On \(i=j\) one order gives \(AZ\) and the other \(ZA\). A tensor product is additive in one factor when the others are held fixed, so
\[ S(A,j)S(B,k)+S(B,k)S(A,j)=1\otimes\cdots\otimes1\otimes(AZ+ZA)\otimes Z\otimes\cdots\otimes Z\otimes B\otimes1\otimes\cdots\otimes1, \]
which vanishes whenever \(AZ+ZA=0\), whatever \(B\) is.

For \(j<k\), take \(A=\sigma\) with \(B=\sigma\) for the first relation and \(B=\sigma^\dagger\) for the second. For \(j>k\) the shorter string is the one at \(k\): put \(B=\sigma\) on \(j\), and on \(k\) put \(A=\sigma\) for the first relation and \(A=\sigma^\dagger\) for the second. For \(j=k\) every \(Z\) meets a \(Z\), so \(S(A,j)S(B,j)=L(AB,j)\). Hence \(2a_j^2=L(\sigma^2+\sigma^2,j)=0\) and \(a_ja_j^\dagger+a_j^\dagger a_j=L(\sigma\sigma^\dagger+\sigma^\dagger\sigma,j)=L(1,j)=1\).

Q: I accept that. My doubt is whether the objects in the file are my matrices.

A: A one-qubit operator is a complex \(2\times2\) matrix, with index `0` for \(|0\rangle\) and `1` for \(|1\rangle\). A basis state of the register is a bit string \(s=(s_0,\dots,s_{n-1})\), of type `Fin n → Fin 2`, and `Op n` consists of matrices whose rows and columns are labelled by such strings. There are \(2^n\) of them, and no order among them has to be chosen.

```lean
import Mathlib

open Matrix Finset

namespace JordanWignerCAR

noncomputable section

/-- Operators on one qubit. -/
abbrev Qubit := Matrix (Fin 2) (Fin 2) ℂ

/-- Operators on `n` qubits, in the basis of bit strings. -/
abbrev Op (n : ℕ) := Matrix (Fin n → Fin 2) (Fin n → Fin 2) ℂ
```

The Pauli matrices are entered with their usual entries, and `sigma` is defined by your formula \((X+iY)/2\).

```lean
/-- The Pauli matrix X. -/
def pauliX : Qubit := !![0, 1; 1, 0]

/-- The Pauli matrix Y. -/
def pauliY : Qubit := !![0, -Complex.I; Complex.I, 0]

/-- The Pauli matrix Z. -/
def pauliZ : Qubit := !![1, 0; 0, -1]

/-- The one-qubit operator `σ = (X + iY)/2`. -/
def sigma : Qubit := (1 / 2 : ℂ) • (pauliX + Complex.I • pauliY)
```

Q: In spin language \((X+iY)/2\) is the raising operator. It looks as if you have called a creation operator an annihilator.

A: It raises the eigenvalue of \(Z\) from \(-1\) to \(+1\), which takes \(|1\rangle\) to \(|0\rangle\). The convention here is that \(|1\rangle\) is an occupied orbital and \(|0\rangle\) an empty one, so \(\sigma\) removes the electron. The theorem `number_operator` confirms this reading, since it identifies \(a_j^\dagger a_j\) with \((1-Z)/2=|1\rangle\langle1|\) on site \(j\).

Q: And the tensor product? I see no Kronecker product in the definitions.

A: It is defined by its matrix elements. For one-qubit matrices \(M_0,\dots,M_{n-1}\) and bit strings \(s,t\),
\[ \langle s|M_0\otimes\cdots\otimes M_{n-1}|t\rangle=\prod_i\langle s_i|M_i|t_i\rangle , \]
and `tensor M` is the matrix with these entries. This formula is taken as the definition. It is what an iterated Kronecker product gives once a row number is read as the binary digits \(s_0s_1\dots s_{n-1}\).

```lean
variable {n : ℕ}

/-- The tensor product `M₀ ⊗ ⋯ ⊗ Mₙ₋₁` of one-qubit operators. -/
def tensor (M : Fin n → Qubit) : Op n := Matrix.of fun s t => ∏ i, M i (s i) (t i)
```

With it, `localOp A j` is \(L(A,j)\), `jwSite A j i` is the factor of \(S(A,j)\) on site \(i\), `jwString A j` is \(S(A,j)\), and `annihil j` is \(a_j\). The condition `i < j` fixes the convention that the \(Z\) string covers the lower-numbered orbitals.

```lean
/-- The operator `A` on site `j` and the identity on all other sites. -/
def localOp (A : Qubit) (j : Fin n) : Op n := tensor fun i => if i = j then A else 1

/-- The factor on site `i` of a string ending at `j`: `Z` before `j`, `A` on `j`,
identity after. -/
def jwSite (A : Qubit) (j i : Fin n) : Qubit :=
  if i < j then pauliZ else if i = j then A else 1

/-- The string `Z ⊗ ⋯ ⊗ Z ⊗ A ⊗ 1 ⊗ ⋯ ⊗ 1` with `A` on site `j`. -/
def jwString (A : Qubit) (j : Fin n) : Op n := tensor (jwSite A j)

/-- The Jordan-Wigner annihilation operator `a_j`: the string with `σ` on site `j`. -/
def annihil (j : Fin n) : Op n := jwString sigma j
```

Q: Let me test the definitions at \(n=2\). There \(a_0=\sigma\otimes1\) and \(a_1=Z\otimes\sigma\). In the order \(|00\rangle,|01\rangle,|10\rangle,|11\rangle\) of \(|s_0s_1\rangle\),
\[ a_0=\begin{pmatrix}0&0&1&0\\0&0&0&1\\0&0&0&0\\0&0&0&0\end{pmatrix},\qquad a_1=\begin{pmatrix}0&1&0&0\\0&0&0&0\\0&0&0&-1\\0&0&0&0\end{pmatrix}. \]

A: Those follow from the product formula. Apply them to the doubly occupied state: \(a_1|11\rangle=-|10\rangle\), so \(a_0a_1|11\rangle=-|00\rangle\), while \(a_0|11\rangle=|01\rangle\), so \(a_1a_0|11\rangle=+|00\rangle\). The two cancel, and both products annihilate the other three basis states. For the mixed relation take \(|10\rangle\): \(a_1^\dagger|10\rangle=-|11\rangle\) gives \(a_0a_1^\dagger|10\rangle=-|01\rangle\), and \(a_0|10\rangle=|00\rangle\) gives \(a_1^\dagger a_0|10\rangle=+|01\rangle\). On the other three basis states both products give zero.

Q: Now the proof. Which lemma is which step?

A: `site_algebra` collects the one-qubit identities. The superscript `ᴴ` is the conjugate transpose, which is the adjoint because the basis is orthonormal. The proof first establishes the explicit matrices of \(\sigma\) and \(\sigma^\dagger\), as `hl` and `hd`, and then checks each identity on its four entries with `fin_cases`.

```lean
/-- One-qubit algebra: `σ = |0⟩⟨1|`, `σ` and `σ†` anticommute with `Z`, `σ² = 0`,
`σσ† + σ†σ = 1`, `σ†σ = (1 - Z)/2`, `Z² = 1` and `Z† = Z`. -/
theorem site_algebra :
    sigma = !![0, 1; 0, 0] ∧ sigma * pauliZ + pauliZ * sigma = 0 ∧
    sigmaᴴ * pauliZ + pauliZ * sigmaᴴ = 0 ∧ sigma * sigma = 0 ∧
    sigma * sigmaᴴ + sigmaᴴ * sigma = 1 ∧ sigmaᴴ * sigma = (1 / 2 : ℂ) • (1 - pauliZ) ∧
    pauliZ * pauliZ = 1 ∧ pauliZᴴ = pauliZ := by
  have hl : sigma = !![0, 1; 0, 0] := by
    ext i j
    fin_cases i <;> fin_cases j <;>
      simp [sigma, pauliX, pauliY, Complex.ext_iff]
    norm_num
  have hd : sigmaᴴ = !![0, 0; 1, 0] := by
    rw [hl]
    ext i j
    fin_cases i <;> fin_cases j <;> simp [conjTranspose_apply]
  refine ⟨hl, ?_, ?_, ?_, ?_, ?_, ?_, ?_⟩
  all_goals
    try rw [hd]
    try rw [hl]
    ext i j
    fin_cases i <;> fin_cases j <;>
      simp [pauliZ, Matrix.mul_apply, Fin.sum_univ_two, conjTranspose_apply] <;> norm_num
```

`tensor_mul` justifies multiplying site by site. With an intermediate string \(u\) and a second family \(N_i\),
\[ \sum_u\prod_i\langle s_i|M_i|u_i\rangle\prod_i\langle u_i|N_i|t_i\rangle=\prod_i\sum_{u_i=0}^{1}\langle s_i|M_i|u_i\rangle\langle u_i|N_i|t_i\rangle . \]
`Finset.prod_univ_sum` expands the right side into a sum over choices of one bit per site, `Fintype.piFinset_univ` identifies those choices with all strings, and `Finset.prod_mul_distrib` splits the product.

```lean
/-- Tensor products multiply site by site. -/
theorem tensor_mul (M N : Fin n → Qubit) :
    tensor M * tensor N = tensor fun i => M i * N i := by
  ext s t
  simp only [tensor, Matrix.mul_apply, Matrix.of_apply]
  rw [Finset.prod_univ_sum, Fintype.piFinset_univ]
  simp only [Finset.prod_mul_distrib]
```

`tensor_add_site` is the additivity in one factor. Three families \(M,N,P\) agree on all sites other than \(j\), and \(M_j+N_j=P_j\). The step `key` writes each matrix element as the factor on site \(j\) times the common product over the other sites, and `← add_mul` takes that common product out of the sum. `tensor_cancel` is the case \(P_j=0\), where every matrix element of the result contains a zero factor.

```lean
/-- The tensor product is additive in the factor on one site when the other factors agree. -/
theorem tensor_add_site (M N P : Fin n → Qubit) (j : Fin n) (hM : ∀ i, i ≠ j → M i = P i)
    (hN : ∀ i, i ≠ j → N i = P i) (h : M j + N j = P j) :
    tensor M + tensor N = tensor P := by
  ext s t
  -- split off the factor on site j
  have key : ∀ Q : Fin n → Qubit, (∀ i, i ≠ j → Q i = P i) →
      ∏ i, Q i (s i) (t i) = Q j (s j) (t j) * ∏ i ∈ univ.erase j, P i (s i) (t i) := by
    intro Q hQ
    calc ∏ i, Q i (s i) (t i)
        = Q j (s j) (t j) * ∏ i ∈ univ.erase j, Q i (s i) (t i) :=
          (Finset.mul_prod_erase univ (fun i => Q i (s i) (t i)) (mem_univ j)).symm
      _ = _ := by
          congr 1
          exact Finset.prod_congr rfl fun i hi => by rw [hQ i (Finset.ne_of_mem_erase hi)]
  simp only [tensor, Matrix.add_apply, Matrix.of_apply]
  rw [key M hM, key N hN, key P (fun _ _ => rfl), ← add_mul, ← h, Matrix.add_apply]

/-- Two tensor products that agree off site `j` and are opposite on site `j` add to zero. -/
theorem tensor_cancel (M N : Fin n → Qubit) (j : Fin n) (hMN : ∀ i, i ≠ j → M i = N i)
    (h : M j + N j = 0) : tensor M + tensor N = 0 := by
  rw [tensor_add_site M N (fun i => if i = j then 0 else N i) j
    (fun i hi => by simp [hi, hMN i hi]) (fun i hi => by simp [hi]) (by simp [h])]
  ext s t
  exact Finset.prod_eq_zero (mem_univ j) (by simp)
```

`jwString_conjTranspose` states \(S(A,j)^\dagger=S(A^\dagger,j)\). Complex conjugation passes through the product by `star_prod`, and `hsite` treats the three kinds of site, using \(Z^\dagger=Z\) and \(1^\dagger=1\). `jwString_mul_same` states \(S(A,j)S(B,j)=L(AB,j)\) and compares factors for \(i<j\), \(i=j\) and \(i>j\).

```lean
/-- The adjoint of the string of `A` is the string of `A†`. -/
theorem jwString_conjTranspose (A : Qubit) (j : Fin n) : (jwString A j)ᴴ = jwString Aᴴ j := by
  ext s t
  simp only [jwString, tensor, conjTranspose_apply, Matrix.of_apply, star_prod]
  refine Finset.prod_congr rfl fun i _ => ?_
  have hsite : (jwSite A j i)ᴴ = jwSite Aᴴ j i := by
    unfold jwSite
    split_ifs
    · exact site_algebra.2.2.2.2.2.2.2
    · rfl
    · exact conjTranspose_one
  rw [← hsite, conjTranspose_apply]

/-- The product of two strings ending on the same site `j` is `AB` on site `j` and the
identity elsewhere. -/
theorem jwString_mul_same (A B : Qubit) (j : Fin n) :
    jwString A j * jwString B j = localOp (A * B) j := by
  unfold jwString localOp
  rw [tensor_mul]
  congr 1
  funext i
  rcases lt_trichotomy i j with h | h | h
  · simp [jwSite, h, h.ne, site_algebra.2.2.2.2.2.2.1]
  · simp [jwSite, h]
  · simp [jwSite, lt_asymm h, h.ne']
```

`jwString_anticomm` is the central computation. After two uses of `tensor_mul` it applies `tensor_cancel` at site \(j\). Off that site the factors commute: for \(i<j\) both are \(Z\), and for \(i>j\) the factor of the shorter string is \(1\), which covers the three ranges \(j<i<k\), \(i=k\), \(i>k\) at once. On site \(j\) the remaining goal is the hypothesis `hA`.

```lean
/-- If `A` anticommutes with `Z` and `j < k`, the string of `A` at `j` anticommutes with the
string of any `B` at `k`. -/
theorem jwString_anticomm (A B : Qubit) (hA : A * pauliZ + pauliZ * A = 0) {j k : Fin n}
    (hjk : j < k) : jwString A j * jwString B k + jwString B k * jwString A j = 0 := by
  unfold jwString
  rw [tensor_mul, tensor_mul]
  refine tensor_cancel _ _ j (fun i hi => ?_) ?_
  · -- off site j the factors commute
    show jwSite A j i * jwSite B k i = jwSite B k i * jwSite A j i
    rcases lt_or_gt_of_ne hi with h | h
    · simp [jwSite, h, h.trans hjk]
    · have h1 : jwSite A j i = 1 := by rw [jwSite, if_neg (lt_asymm h), if_neg hi]
      rw [h1, one_mul, mul_one]
  · -- on site j, A meets the Z of the longer string
    simpa [jwSite, hjk] using hA
```

Q: That lemma has two hypotheses. Are they facts about fermions that you have assumed?

A: They are conditions on the arbitrary matrix \(A\) and on the order of the sites, and the main theorem supplies both. Each is needed. Without `hA`, take \(n=2\), \(j=0\), \(k=1\), \(A=1\), \(B=\sigma\): the strings are \(1\otimes1\) and \(Z\otimes\sigma\), with anticommutator \(2\,Z\otimes\sigma\neq0\). Without `hjk`, take \(A=\sigma\) on \(j=1\) and \(B=1\) on \(k=0\): `hA` holds, yet the strings are the same two matrices and the anticommutator is again nonzero.

Q: Then read me the main statement.

A: For every natural number \(n\) and all modes \(j,k\) in `Fin n`, both relations hold as equalities of \(2^n\times2^n\) matrices, with no further hypothesis. The right side `if j = k then 1 else 0` is the identity matrix or the zero matrix, that is \(\delta_{jk}\,1\). The creation operator is `(annihil k)ᴴ`, the adjoint itself, and has no separate definition. For \(n=0\) there is no mode and the statement is empty; for \(n=1\) its content is \(2\sigma^2=0\) and \(\sigma\sigma^\dagger+\sigma^\dagger\sigma=1\).

The proof shows in `tensor_one` that the product of identities is the identity, rewrites the adjoint as a string, and splits by `lt_trichotomy j k`. The case \(j<k\) uses `jwString_anticomm` twice with `hZ`, the anticommutation of \(\sigma\) with \(Z\). The case \(j=k\) uses `jwString_mul_same`, then `tensor_cancel` with `hsq` for \(\sigma^2=0\) and `tensor_add_site` with `hone` for \(\sigma\sigma^\dagger+\sigma^\dagger\sigma=1\). The case \(j>k\) exchanges the two summands and needs `hZ'`, the relation for \(\sigma^\dagger\), in the mixed anticommutator.

```lean
/-- Canonical anticommutation relations of the Jordan-Wigner operators on `n` qubits:
`a_j a_k + a_k a_j = 0` and `a_j a_k† + a_k† a_j = δ_jk`. -/
theorem canonical_anticommutation (j k : Fin n) :
    annihil j * annihil k + annihil k * annihil j = 0 ∧
    annihil j * (annihil k)ᴴ + (annihil k)ᴴ * annihil j = if j = k then 1 else 0 := by
  obtain ⟨-, hZ, hZ', hsq, hone, -⟩ := site_algebra
  have tensor_one : tensor (fun _ : Fin n => (1 : Qubit)) = 1 := by
    ext s t
    by_cases h : s = t
    · subst h
      simp [tensor]
    · obtain ⟨i, hi⟩ := Function.ne_iff.mp h
      rw [one_apply_ne h]
      exact Finset.prod_eq_zero (mem_univ i) (one_apply_ne hi)
  unfold annihil
  rw [jwString_conjTranspose]
  rcases lt_trichotomy j k with h | h | h
  · rw [if_neg h.ne]
    exact ⟨jwString_anticomm _ _ hZ h, jwString_anticomm _ _ hZ h⟩
  · -- equal modes reduce to the one-qubit relations
    subst h
    rw [if_pos rfl, ← tensor_one]
    simp only [jwString_mul_same, localOp]
    exact ⟨tensor_cancel _ _ j (fun _ _ => rfl) (by simp [hsq]),
      tensor_add_site _ _ _ j (fun i hi => by simp [hi]) (fun i hi => by simp [hi])
        (by simpa using hone)⟩
  · rw [if_neg h.ne']
    exact ⟨(add_comm _ _).trans (jwString_anticomm _ _ hZ h),
      (add_comm _ _).trans (jwString_anticomm _ _ hZ' h)⟩
```

The number operator follows from the same lemmas: \(a_j^\dagger a_j=S(\sigma^\dagger,j)S(\sigma,j)=L(\sigma^\dagger\sigma,j)=L\big((1-Z)/2,\,j\big)\).

```lean
/-- The number operator `a_j† a_j` is `(1 - Z)/2` on site `j` and the identity elsewhere. -/
theorem number_operator (j : Fin n) :
    (annihil j)ᴴ * annihil j = localOp ((1 / 2 : ℂ) • (1 - pauliZ)) j := by
  rw [annihil, jwString_conjTranspose, jwString_mul_same, site_algebra.2.2.2.2.2.1]
```

Q: The \(Z\) strings make the operators long. Does the file say what happens without them?

A: `bare_sigma_not_anticomm` treats \(L(\sigma,j)\) and \(L(\sigma,k)\) for \(j\neq k\), which requires \(n\ge2\). The two operators commute, by `hc`, which compares the factors site by site. In `h1` the matrix element of \(L(\sigma,j)L(\sigma,k)\) between the row of all zeros and the column with ones on \(j\) and \(k\) is computed: sites \(j\) and \(k\) contribute \(\langle0|\sigma|1\rangle=1\) and every other site \(\langle0|0\rangle=1\). The same element of the anticommutator is therefore \(1+1=2\), so the anticommutator is not zero. This rules out the bare operators; it makes no statement about other encodings with different strings. At \(j=k\) the second claim would fail, since \(\sigma^2+\sigma^2=0\).

```lean
/-- Without the `Z` strings, the operators `σ` on two different sites commute and their
anticommutator is not zero. -/
theorem bare_sigma_not_anticomm {j k : Fin n} (hjk : j ≠ k) :
    localOp sigma j * localOp sigma k = localOp sigma k * localOp sigma j ∧
    localOp sigma j * localOp sigma k + localOp sigma k * localOp sigma j ≠ 0 := by
  have hc : localOp sigma j * localOp sigma k = localOp sigma k * localOp sigma j := by
    unfold localOp
    rw [tensor_mul, tensor_mul]
    congr 1
    funext i
    split_ifs <;> simp
  -- the matrix element from the string with ones on j, k to the zero string
  have h1 : (localOp sigma j * localOp sigma k) (fun _ => 0)
      (fun i => if i = j ∨ i = k then 1 else 0) = 1 := by
    unfold localOp
    rw [tensor_mul]
    show ∏ i, ((if i = j then sigma else 1) * (if i = k then sigma else 1) : Qubit) 0
      (if i = j ∨ i = k then 1 else 0) = 1
    refine Finset.prod_eq_one fun i _ => ?_
    by_cases hj : i = j <;> by_cases hk : i = k
    · exact absurd (hj.symm.trans hk) hjk
    · rw [if_pos hj, if_neg hk, if_pos (Or.inl hj), mul_one, site_algebra.1]
      simp
    · rw [if_neg hj, if_pos hk, if_pos (Or.inr hk), one_mul, site_algebra.1]
      simp
    · simp [hj, hk]
  refine ⟨hc, fun h => ?_⟩
  have h2 := congrFun (congrFun h (fun _ => 0)) (fun i => if i = j ∨ i = k then 1 else 0)
  rw [Matrix.add_apply, ← hc, h1, Matrix.zero_apply] at h2
  norm_num at h2

end

end JordanWignerCAR
```

```lean
#print axioms JordanWignerCAR.canonical_anticommutation
-- 'JordanWignerCAR.canonical_anticommutation' depends on axioms: [propext, Classical.choice, Quot.sound]
#print axioms JordanWignerCAR.number_operator
-- 'JordanWignerCAR.number_operator' depends on axioms: [propext, Classical.choice, Quot.sound]
#print axioms JordanWignerCAR.bare_sigma_not_anticomm
-- 'JordanWignerCAR.bare_sigma_not_anticomm' depends on axioms: [propext, Classical.choice, Quot.sound]
```

Q: What I finally want is that the qubit Hamiltonian describes the same electrons. How much of that do I have?

A: You have the algebraic relations, for a finite set of \(n\) modes and for this ordering of the strings. They are what allows a second-quantised Hamiltonian in a finite orthonormal spin-orbital basis to be rewritten in qubit operators with every reordering sign preserved. The theorems construct no antisymmetric Fock space and no unitary map from it to the register, and they contain no Hamiltonian and no spectrum. The relation \(a_j^\dagger a_k^\dagger+a_k^\dagger a_j^\dagger=0\) is the adjoint of the first relation and is not among the stated conclusions.

Q: And how do I meet these matrices in a program?

A: In two forms, both obtained here on paper from the definitions and neither stated in Lean. Acting on a stored bit string \(t\), \(a_j\) returns zero if \(t_j=0\), and otherwise clears bit \(j\) and multiplies the amplitude by \((-1)^{t_0+\dots+t_{j-1}}\), the parity of the occupied orbitals below \(j\). Expanded in Pauli strings, with a subscript naming the site, the hopping term for \(j<k\) has \(\sigma^\dagger Z=\sigma^\dagger\) on \(j\), \(Z\) between \(j\) and \(k\), and \(\sigma\) on \(k\), which with its adjoint gives
\[ a_j^\dagger a_k+a_k^\dagger a_j=\tfrac12\big(X_jZ_{j+1}\cdots Z_{k-1}X_k+Y_jZ_{j+1}\cdots Z_{k-1}Y_k\big). \]
When the integrals are real, this sum enters \(H\) multiplied by \(h_{jk}\); an \(h_{jk}\) with an imaginary part adds strings with \(X\) on one end and \(Y\) on the other. For neighbouring modes \(k=j+1\) the product of \(Z\) factors is empty. The diagonal terms \(h_{jj}\,a_j^\dagger a_j\) are covered by `number_operator` and act on site \(j\) alone.
